# The pinning length of a density wave below four dimensions

A charge density wave whose period is incommensurate with the lattice can slide through a clean crystal: shifting its phase uniformly costs no energy. Impurities spoil this freedom, because each one prefers a particular local phase. A rigid wave cannot satisfy them all, while a wave that bends to suit each one pays elastic energy. How large are the regions over which the phase stays roughly uniform?

Suppose that the wave breaks into domains of size \(L\) in \(d\) dimensions. A phase change of order one across a domain has gradient of order \(1/L\), so it costs an energy density \(K/L^2\), where \(K\) is the phase stiffness. A domain holds about \(nL^d\) impurities, where \(n\) is their density. Their preferred phases are random, so the best uniform phase gains an energy of order \(V\sqrt{nL^d}\), where \(V\) is the strength with which one impurity couples to the wave. Dividing the gain by the volume \(L^d\), and absorbing numerical factors into \(K\) and \(V\), gives the energy density

\[
e(L)=\frac{K}{L^2}-V\sqrt n\,L^{-d/2}.
\]

For \(K,V,n>0\) and \(0<d<4\), this function has a unique global minimum on \(L>0\), at the pinning length

\[
L_0=\left(\frac{4K}{dV\sqrt n}\right)^{2/(4-d)},
\]

with \(e(L_0)<0\) and \(L_0\propto n^{-1/(4-d)}\). For \(d>4\), the energy density is positive for all large \(L\). In this classical estimate with a single length scale, arbitrarily weak disorder below four dimensions therefore favours finite domains over a uniform phase.

## Minimising the energy by scaling

Setting \(e'(L)=0\) gives \(2K/L^3=(d/2)V\sqrt n\,L^{-d/2-1}\), hence \(L^{(4-d)/2}=4K/(dV\sqrt n)\), which is solved by \(L_0\). At this length the impurity gain is

\[
V\sqrt n\,L_0^{-d/2}=V\sqrt n\,\frac{L_0^{(4-d)/2}}{L_0^2}=\frac4d\,\frac{K}{L_0^2}.
\]

Now write \(L=xL_0\) with \(x>0\). Both terms acquire the same prefactor:

\[
e(xL_0)=\frac{K}{L_0^2}\left(x^{-2}-\frac4d\,x^{-d/2}\right).
\]

It remains to show that the bracket is smallest at \(x=1\) only. The strict Bernoulli inequality says that \((1+s)^p<1+ps\) for \(0<p<1\), \(s\ge-1\) and \(s\ne0\). Take \(p=d/4\) and \(s=x^{-2}-1\), which is nonzero when \(x\neq1\). Then

\[
x^{-d/2}<1+\frac d4\left(x^{-2}-1\right).
\]

Multiplying by \(4/d\) and rearranging gives

\[
1-\frac4d<x^{-2}-\frac4d\,x^{-d/2}.
\]

The left side is the bracket at \(x=1\), so the minimum is global and unique. Its value is \(e(L_0)=(K/L_0^2)(1-4/d)\), which is negative because \(d<4\). The density enters \(L_0\) only through \((n^{-1/2})^{2/(4-d)}=n^{-1/(4-d)}\).

At \(d=4\) both terms scale as \(L^{-2}\), and \(e(L)=(K-V\sqrt n)/L^2\). For \(d>4\), factor out the impurity power:

\[
e(L)=L^{-d/2}\left(KL^{(d-4)/2}-V\sqrt n\right).
\]

This is positive exactly when \(L>(V\sqrt n/K)^{2/(d-4)}\), which makes "large" precise.

## The energy density and pinning length in Lean

The function `energy` is \(e(L)\), with all five arguments real. The square in `L ^ 2` is a natural-number power, while `L ^ (-d / 2)` is a real power, so `d` need not be an integer.

```lean
import Mathlib

open Real

namespace DensityWavePinning

noncomputable section

/-- Energy density of a density wave broken into domains of size `L > 0` in `d` dimensions:
elastic cost `K / L ^ 2` minus the gain from impurities of density `n` and strength `V`. -/
def energy (K V n d L : ℝ) : ℝ := K / L ^ 2 - V * √n * L ^ (-d / 2)
```

The competition between the two terms is assumed in this definition; it is not derived from a Hamiltonian with random impurities. The square-root estimate also needs many impurities per domain, \(nL^d\gg1\), a condition that the theorems do not impose. The length \(L_0\) is likewise given by its formula, and its minimising property is proved later.

```lean
/-- The pinning length `(4K / (d V √n)) ^ (2 / (4 - d))`, for positive `K`, `V`, `n`
and `0 < d < 4`. -/
def pinningLength (K V n d : ℝ) : ℝ := (4 * K / (d * V * √n)) ^ (2 / (4 - d))
```

Positivity of \(L_0\) allows the laws of real powers to be applied to it.

```lean
/-- For positive parameters the pinning length is positive. -/
theorem pinningLength_pos {K V n d : ℝ} (hK : 0 < K) (hV : 0 < V) (hn : 0 < n)
    (hd : 0 < d) : 0 < pinningLength K V n d := by
  have hs : 0 < √n := Real.sqrt_pos.2 hn
  exact Real.rpow_pos_of_pos (by positivity) _
```

## Balance and the universal energy curve

The next theorem is the relation between gain and cost at \(L_0\). In its proof, `h1` undoes the exponent in the definition of \(L_0\), and `h2` splits \(L_0^{-d/2}\) into \(L_0^{(4-d)/2}/L_0^2\), as in the derivation above.

```lean
/-- For positive parameters and `d < 4`, the impurity gain at the pinning length is `4 / d`
times the elastic cost. -/
theorem force_balance {K V n d : ℝ} (hK : 0 < K) (hV : 0 < V) (hn : 0 < n)
    (hd : 0 < d) (hd4 : d < 4) :
    V * √n * pinningLength K V n d ^ (-d / 2) = 4 / d * (K / pinningLength K V n d ^ 2) := by
  have hs : 0 < √n := Real.sqrt_pos.2 hn
  have hL := pinningLength_pos hK hV hn hd
  have hA : 0 < 4 * K / (d * V * √n) := by positivity
  have h4 : 4 - d ≠ 0 := by linarith
  have h1 : pinningLength K V n d ^ ((4 - d) / 2) = 4 * K / (d * V * √n) := by
    unfold pinningLength
    have he : 2 / (4 - d) * ((4 - d) / 2) = 1 := by field_simp
    rw [← Real.rpow_mul hA.le, he, Real.rpow_one]
  -- split off the elastic power `L ^ (-2)`
  have h2 : pinningLength K V n d ^ (-d / 2)
      = pinningLength K V n d ^ ((4 - d) / 2) / pinningLength K V n d ^ 2 := by
    rw [← Real.rpow_natCast (pinningLength K V n d) 2, ← Real.rpow_sub hL]
    congr 1
    push_cast
    ring
  rw [h2, h1]
  field_simp
```

Measuring lengths in units of \(L_0\) then gives the scaled energy. The proof distributes the real power over the product \(xL_0\), and `linear_combination` inserts the balance relation `hb`.

```lean
/-- For positive parameters and `d < 4`, the energy density of domains of size `x` times the
pinning length is an elastic scale times a function of `x` and `d` alone. -/
theorem energy_scaled {K V n d x : ℝ} (hK : 0 < K) (hV : 0 < V) (hn : 0 < n)
    (hd : 0 < d) (hd4 : d < 4) (hx : 0 < x) :
    energy K V n d (x * pinningLength K V n d)
      = K / pinningLength K V n d ^ 2 * (1 / x ^ 2 - 4 / d * x ^ (-d / 2)) := by
  have hL := pinningLength_pos hK hV hn hd
  have hb := force_balance hK hV hn hd hd4
  unfold energy
  rw [Real.mul_rpow hx.le hL.le]
  have h : K / (x * pinningLength K V n d) ^ 2
      = K / pinningLength K V n d ^ 2 * (1 / x ^ 2) := by field_simp
  linear_combination h - x ^ (-d / 2) * hb
```

The inequality for the bracket involves only `d` and `x`. Here `hy1` shows that \(s\ne0\), since \(x^2=1\) and \(x>0\) would force \(x=1\), and `hp` identifies \((x^{-2})^{d/4}\) with \(x^{-d/2}\). Bernoulli's inequality enters as `hB`, and the remaining lines multiply it by \(4/d\).

```lean
/-- For `0 < d < 4` the dimensionless energy at any positive `x` other than `1` lies strictly
above its value at `x = 1`. -/
theorem scaled_energy_gt {d x : ℝ} (hd : 0 < d) (hd4 : d < 4) (hx : 0 < x) (hx1 : x ≠ 1) :
    1 - 4 / d < 1 / x ^ 2 - 4 / d * x ^ (-d / 2) := by
  have hy : 0 < 1 / x ^ 2 := by positivity
  have hy1 : 1 / x ^ 2 - 1 ≠ 0 := by
    intro h
    have h1 : 1 / x ^ 2 = 1 := by linarith
    have h2 : x ^ 2 = 1 := by
      rw [div_eq_iff (by positivity)] at h1
      linarith
    have h3 : (x - 1) * (x + 1) = 0 := by linear_combination h2
    rcases mul_eq_zero.1 h3 with h4 | h4
    · exact hx1 (by linarith)
    · linarith
  have hp : (1 / x ^ 2) ^ (d / 4) = x ^ (-d / 2) := by
    have h : 1 / x ^ 2 = x ^ (-((2 : ℕ) : ℝ)) := by
      rw [Real.rpow_neg hx.le, Real.rpow_natCast, one_div]
    rw [h, ← Real.rpow_mul hx.le]
    congr 1
    push_cast
    ring
  -- strict Bernoulli inequality with exponent `d / 4 < 1`
  have hB := rpow_one_add_lt_one_add_mul_self (s := 1 / x ^ 2 - 1) (by linarith) hy1
    (p := d / 4) (by positivity) (by linarith)
  rw [add_sub_cancel, hp] at hB
  have hm := mul_lt_mul_of_pos_left hB (show 0 < 4 / d by positivity)
  have h4 : 4 / d * (d / 4) = 1 := by field_simp
  have he : 4 / d * (1 + d / 4 * (1 / x ^ 2 - 1)) = 4 / d + (1 / x ^ 2 - 1) := by
    linear_combination (1 / x ^ 2 - 1) * h4
  linarith
```

## The unique minimum and its density scaling

Substituting the balance relation into the energy gives its value at \(L_0\).

```lean
/-- For positive parameters and `d < 4`, the energy density at the pinning length is
`1 - 4 / d` times the elastic cost there. -/
theorem energy_at_pinningLength {K V n d : ℝ} (hK : 0 < K) (hV : 0 < V) (hn : 0 < n)
    (hd : 0 < d) (hd4 : d < 4) :
    energy K V n d (pinningLength K V n d)
      = K / pinningLength K V n d ^ 2 * (1 - 4 / d) := by
  unfold energy
  rw [force_balance hK hV hn hd hd4]
  ring
```

The main theorem has three parts: \(L_0\) is positive, every other positive \(L\) has strictly higher energy density, and \(e(L_0)\) is negative. The strict inequality expresses both minimality and uniqueness. For the second part, the proof sets \(x=L/L_0\) and multiplies the bracket inequality by the positive scale \(K/L_0^2\).

```lean
/-- For positive stiffness, impurity strength and impurity density and `0 < d < 4`, the pinning
length is the unique global minimiser of the energy density over domain sizes `L > 0`, and
the minimum energy is negative. -/
theorem pinningLength_unique_minimum {K V n d : ℝ} (hK : 0 < K) (hV : 0 < V) (hn : 0 < n)
    (hd : 0 < d) (hd4 : d < 4) :
    0 < pinningLength K V n d ∧
    (∀ L, 0 < L → L ≠ pinningLength K V n d →
      energy K V n d (pinningLength K V n d) < energy K V n d L) ∧
    energy K V n d (pinningLength K V n d) < 0 := by
  have hL0 := pinningLength_pos hK hV hn hd
  have hE : 0 < K / pinningLength K V n d ^ 2 := by positivity
  refine ⟨hL0, ?_, ?_⟩
  · intro L hL hne
    -- measure the domain size in units of the pinning length
    have hx : L / pinningLength K V n d * pinningLength K V n d = L :=
      div_mul_cancel₀ L hL0.ne'
    have hx1 : L / pinningLength K V n d ≠ 1 := by
      intro h
      rw [h, one_mul] at hx
      exact hne hx.symm
    have hs := energy_scaled hK hV hn hd hd4 (div_pos hL hL0)
    rw [hx] at hs
    rw [hs, energy_at_pinningLength hK hV hn hd hd4]
    exact mul_lt_mul_of_pos_left (scaled_energy_gt hd hd4 (div_pos hL hL0) hx1) hE
  · rw [energy_at_pinningLength hK hV hn hd hd4]
    have h : 1 < 4 / d := (one_lt_div hd).2 hd4
    exact mul_neg_of_pos_of_neg hE (by linarith)
```

Proportionality to \(n^{-1/(4-d)}\) is stated as an equation whose prefactor is the pinning length at unit density, with `K`, `V` and `d` held fixed. The proof separates \(n^{-1/2}\) from the base and multiplies the exponents.

```lean
/-- For positive parameters the pinning length varies with impurity density as
`n ^ (-1 / (4 - d))`, for `d < 4`. -/
theorem pinningLength_density_scaling {K V n d : ℝ} (hK : 0 < K) (hV : 0 < V) (hn : 0 < n)
    (hd : 0 < d) (hd4 : d < 4) :
    pinningLength K V n d = pinningLength K V 1 d * n ^ (-1 / (4 - d)) := by
  have hs : 0 < √n := Real.sqrt_pos.2 hn
  have h4 : 4 - d ≠ 0 := by linarith
  have hr : n ^ (-(1 / 2) : ℝ) = (√n)⁻¹ := by
    rw [Real.rpow_neg hn.le, Real.sqrt_eq_rpow]
  have hA : 4 * K / (d * V * √n) = 4 * K / (d * V * 1) * n ^ (-(1 / 2) : ℝ) := by
    rw [hr]
    field_simp
  have he : -(1 / 2) * (2 / (4 - d)) = -1 / (4 - d) := by field_simp
  unfold pinningLength
  rw [Real.sqrt_one, hA, Real.mul_rpow (by positivity) (by positivity),
    ← Real.rpow_mul hn.le, he]
```

## Four dimensions and above

In the marginal case the sign of the energy density is the same for every domain size, and is set by comparing \(K\) with \(V\sqrt n\).

```lean
/-- In four dimensions the energy density of domains of size `L > 0` is `(K - V √n) / L ^ 2`. -/
theorem energy_four_dimensions {K V n L : ℝ} (hL : 0 < L) :
    energy K V n 4 L = (K - V * √n) / L ^ 2 := by
  have h : L ^ (-(4 : ℝ) / 2) = (L ^ 2)⁻¹ := by
    rw [show (-(4 : ℝ) / 2) = -((2 : ℕ) : ℝ) by norm_num, Real.rpow_neg hL.le,
      Real.rpow_natCast]
  unfold energy
  rw [h]
  ring
```

Above four dimensions the theorem is an equivalence, from which positivity for all large \(L\) follows at once. The proof obtains the factorised energy as `hf`, then raises both sides of the length comparison to the positive power \((d-4)/2\), which preserves the order. Below the threshold length the formula still gives no positive energy, but there the domains may be too small for the continuum estimate to apply.

```lean
/-- For positive parameters and `d > 4`, domains of size `L > 0` cost energy exactly when `L`
exceeds `(V √n / K) ^ (2 / (d - 4))`. -/
theorem energy_pos_iff_above_four {K V n d L : ℝ} (hK : 0 < K) (hV : 0 < V) (hn : 0 < n)
    (hd : 4 < d) (hL : 0 < L) :
    0 < energy K V n d L ↔ (V * √n / K) ^ (2 / (d - 4)) < L := by
  have hs : 0 < √n := Real.sqrt_pos.2 hn
  have hB : 0 < V * √n / K := by positivity
  have h4 : d - 4 ≠ 0 := by linarith
  have hz : 0 < (d - 4) / 2 := by linarith
  have hT : ((V * √n / K) ^ (2 / (d - 4))) ^ ((d - 4) / 2) = V * √n / K := by
    have he : 2 / (d - 4) * ((d - 4) / 2) = 1 := by field_simp
    rw [← Real.rpow_mul hB.le, he, Real.rpow_one]
  have hq : L ^ (-d / 2) * L ^ ((d - 4) / 2) = (L ^ 2)⁻¹ := by
    rw [← Real.rpow_add hL, show -d / 2 + (d - 4) / 2 = -((2 : ℕ) : ℝ) by push_cast; ring,
      Real.rpow_neg hL.le, Real.rpow_natCast]
  -- factor out the impurity power of `L`
  have hf : energy K V n d L = L ^ (-d / 2) * (L ^ ((d - 4) / 2) * K - V * √n) := by
    unfold energy
    rw [div_eq_mul_inv]
    linear_combination -K * hq
  rw [← Real.rpow_lt_rpow_iff (Real.rpow_pos_of_pos hB _).le hL.le hz, hT,
    div_lt_iff₀ hK, hf, mul_pos_iff_of_pos_left (Real.rpow_pos_of_pos hL _), sub_pos]

end

end DensityWavePinning
```

```lean
#print axioms DensityWavePinning.pinningLength_unique_minimum
#print axioms DensityWavePinning.pinningLength_density_scaling
#print axioms DensityWavePinning.energy_four_dimensions
#print axioms DensityWavePinning.energy_pos_iff_above_four
```

```
'DensityWavePinning.pinningLength_unique_minimum' depends on axioms: [propext, Classical.choice, Quot.sound]
'DensityWavePinning.pinningLength_density_scaling' depends on axioms: [propext, Classical.choice, Quot.sound]
'DensityWavePinning.energy_four_dimensions' depends on axioms: [propext, Classical.choice, Quot.sound]
'DensityWavePinning.energy_pos_iff_above_four' depends on axioms: [propext, Classical.choice, Quot.sound]
```
